# The quadratic limit of a semicore local orbital as its energy approaches the linearization energy

**Q:** Take a "radial function" with three components, f(E) = (1, E, E²), where the first two stand for value and slope at the sphere boundary. At E1 = 0 we have f(0) = (1, 0, 0) and f'(0) = (0, 1, 0). Matching value and slope with these two leaves

f(E) − T f(E) = (0, 0, E²).

Divided by E², this is (0, 0, 1), half of f''(0) = (0, 0, 2). But what does it say about a real LAPW sphere?

**A:** The same cancellation happens there. Let f(E) be the radial function at energy E, in one angular-momentum channel and a fixed potential. Let E1 be the linearization energy, and let a prime on f denote the derivative with respect to energy. Let T replace a function by the combination of f(E1) and f'(E1) with the same boundary value and slope. Singh's semicore orbital is the remainder. In Lean, `F` is any real normed space, complete or not.

```lean
import Mathlib

open Filter Topology

namespace SemicoreLocalOrbital

noncomputable section

variable {F : Type*} [NormedAddCommGroup F] [NormedSpace ℝ F]

/-- The unnormalized semicore local orbital at energy `E`: the radial function `f E` minus its
image under the matching map `T`. -/
def singhOrbital (T : F →L[ℝ] F) (f : ℝ → F) (E : ℝ) : F := f E - T (f E)
```

**Q:** Is T just postulated?

**A:** The general limit assumes only that T is continuous, linear and fixes f(E1) and f'(E1). The LAPW map is then constructed. For functions u and v, put

W = val(u) slope(v) − slope(u) val(v).

Solving the two matching equations for g gives T g = a u + b v, with

a = (slope(v) val(g) − val(v) slope(g)) / W
b = (val(u) slope(g) − slope(u) val(g)) / W.

```lean
/-- The Wronskian of `u` and `v` at the sphere boundary, formed from the functionals that read
off value and slope there. -/
def boundaryWronskian (val slope : F →L[ℝ] ℝ) (u v : F) : ℝ :=
  val u * slope v - slope u * val v

/-- The LAPW matching map: it sends a function to the combination of `u` and `v` with the same
boundary value and slope. This requires a nonzero boundary Wronskian of `u` and `v`; if it is zero,
the formula gives the zero map. -/
def matching (val slope : F →L[ℝ] ℝ) (u v : F) : F →L[ℝ] F :=
  (boundaryWronskian val slope u v)⁻¹ •
    ((slope v • val - val v • slope).smulRight u + (val u • slope - slope u • val).smulRight v)

/-- The matching map written out with its two matching coefficients. -/
theorem matching_apply (val slope : F →L[ℝ] ℝ) (u v g : F) :
    matching val slope u v g =
      ((boundaryWronskian val slope u v)⁻¹ * (slope v * val g - val v * slope g)) • u +
      ((boundaryWronskian val slope u v)⁻¹ * (val u * slope g - slope u * val g)) • v := by
  simp [matching, smul_smul]
```

The condition W ≠ 0 says that u and v can reproduce every boundary value and slope. Setting g = u gives a = 1, b = 0; setting g = v gives a = 0, b = 1. The proof checks these coefficients.

```lean
/-- If the boundary Wronskian is nonzero, matching leaves `u` and `v` unchanged. -/
theorem matching_fixes (val slope : F →L[ℝ] ℝ) (u v : F)
    (h : boundaryWronskian val slope u v ≠ 0) :
    matching val slope u v u = u ∧ matching val slope u v v = v := by
  have hc : (boundaryWronskian val slope u v)⁻¹ * (val u * slope v - slope u * val v) = 1 :=
    inv_mul_cancel₀ h
  constructor
  · have h1 : (boundaryWronskian val slope u v)⁻¹ *
        (slope v * val u - val v * slope u) = 1 := by linear_combination hc
    have h2 : (boundaryWronskian val slope u v)⁻¹ *
        (val u * slope u - slope u * val u) = 0 := by ring
    rw [matching_apply, h1, h2, one_smul, zero_smul, add_zero]
  · have h1 : (boundaryWronskian val slope u v)⁻¹ *
        (slope v * val v - val v * slope v) = 0 := by ring
    rw [matching_apply, h1, hc, one_smul, zero_smul, zero_add]
```

For any g, substituting a and b shows that T g has the value and slope of g, so g − T g has neither. `linear_combination` does this algebra.

```lean
/-- If the boundary Wronskian is nonzero, a function minus its matched combination has zero
value and zero slope at the sphere boundary. -/
theorem matching_remainder_confined (val slope : F →L[ℝ] ℝ) (u v g : F)
    (h : boundaryWronskian val slope u v ≠ 0) :
    val (g - matching val slope u v g) = 0 ∧ slope (g - matching val slope u v g) = 0 := by
  have hc : (boundaryWronskian val slope u v)⁻¹ * (val u * slope v - slope u * val v) = 1 :=
    inv_mul_cancel₀ h
  constructor
  · rw [map_sub, matching_apply, map_add, map_smul, map_smul, smul_eq_mul, smul_eq_mul]
    linear_combination (-(val g)) * hc
  · rw [map_sub, matching_apply, map_add, map_smul, map_smul, smul_eq_mul, smul_eq_mul]
    linear_combination (-(slope g)) * hc
```

**Q:** Which norm makes `val` and `slope` continuous? Not the L² norm.

**A:** Correct. The norm must control the boundary value and slope; the C¹ norm on the sphere's radial interval does.

**Q:** Now derive the limit without assuming a Taylor theorem.

**A:** Let g(E) = f(E) − T f(E). Since T is linear and continuous, g' = f' − T f', and g' has derivative c = f'' − T f'' at E1. Both g(E1) and g'(E1) vanish. Subtract the expected quadratic term:

r(x) = g(x) − ½ (x − E1)² c
r'(x) = g'(x) − (x − E1) c.

Given ε > 0, differentiability of g' at E1 gives ‖r'(x)‖ ≤ (ε/2)|x − E1| near E1. Between E1 and E this is at most (ε/2)|E − E1|, so the mean value inequality yields

‖r(E)‖ ≤ (ε/2)(E − E1)².

Dividing by (E − E1)² leaves an error of at most ε/2. In the code, `key` is the mean value inequality and the final `calc` is the division.

```lean
/-- A family that vanishes at `E1` together with its first energy derivative, divided by
`(E - E1)^2`, tends to half its second energy derivative. -/
theorem quadratic_contact {g g' : ℝ → F} {c : F} {E1 : ℝ}
    (hg : ∀ᶠ E in 𝓝 E1, HasDerivAt g (g' E) E) (hg' : HasDerivAt g' c E1)
    (h0 : g E1 = 0) (h1 : g' E1 = 0) :
    Tendsto (fun E => ((E - E1) ^ 2)⁻¹ • g E) (𝓝[≠] E1) (𝓝 ((1 / 2 : ℝ) • c)) := by
  rw [Metric.tendsto_nhdsWithin_nhds]
  intro ε hε
  have hb := (hasDerivAt_iff_isLittleO.mp hg').def (half_pos hε)
  obtain ⟨δ, hδ, hball⟩ := Metric.eventually_nhds_iff.mp (hg.and hb)
  refine ⟨δ, hδ, ?_⟩
  intro E hE hd
  have hne : E - E1 ≠ 0 := sub_ne_zero.mpr hE
  have hd' : |E - E1| < δ := by rwa [Real.dist_eq] at hd
  -- mean value inequality for g minus its quadratic term
  have key := Convex.norm_image_sub_le_of_norm_hasDerivWithin_le
    (f := fun x => g x - ((x - E1) * (x - E1) / 2) • c)
    (f' := fun x => g' x - (x - E1) • c) (C := ε / 2 * |E - E1|)
    (s := Metric.closedBall E1 |E - E1|) (x := E1) (y := E)
    (by
      intro x hx
      have hx' : dist x E1 < δ := lt_of_le_of_lt (Metric.mem_closedBall.mp hx) hd'
      have hl : HasDerivAt (fun y : ℝ => y - E1) 1 x := (hasDerivAt_id' x).sub_const E1
      have hq : HasDerivAt (fun y : ℝ => (y - E1) * (y - E1) / 2) (x - E1) x :=
        ((hl.fun_mul hl).div_const 2).congr_deriv (by ring)
      exact ((hball hx').1.fun_sub (hq.smul_const c)).hasDerivWithinAt)
    (by
      intro x hx
      have hx' : dist x E1 < δ := lt_of_le_of_lt (Metric.mem_closedBall.mp hx) hd'
      have hx2 : ‖x - E1‖ ≤ |E - E1| := by rwa [Metric.mem_closedBall, dist_eq_norm] at hx
      have hbx : ‖g' x - g' E1 - (x - E1) • c‖ ≤ ε / 2 * ‖x - E1‖ := (hball hx').2
      rw [h1, sub_zero] at hbx
      exact hbx.trans (mul_le_mul_of_nonneg_left hx2 (half_pos hε).le))
    (convex_closedBall E1 _) (Metric.mem_closedBall_self (abs_nonneg _))
    (Metric.mem_closedBall.mpr (Real.dist_eq E E1).le)
  simp only [h0, sub_self, mul_zero, zero_div, zero_smul, sub_zero] at key
  have key' : ‖g E - ((E - E1) * (E - E1) / 2) • c‖ ≤ ε / 2 * (E - E1) ^ 2 :=
    key.trans_eq (by rw [Real.norm_eq_abs, mul_assoc, abs_mul_abs_self]; ring)
  -- divide by the square of the energy difference
  have hs : ((E - E1) ^ 2)⁻¹ * ((E - E1) * (E - E1) / 2) = 1 / 2 := by field_simp
  have heq : ((E - E1) ^ 2)⁻¹ • g E - (1 / 2 : ℝ) • c =
      ((E - E1) ^ 2)⁻¹ • (g E - ((E - E1) * (E - E1) / 2) • c) := by
    rw [smul_sub, smul_smul, hs]
  have hinv : 0 ≤ ((E - E1) ^ 2)⁻¹ := by positivity
  rw [dist_eq_norm, heq, norm_smul, Real.norm_of_nonneg hinv]
  calc ((E - E1) ^ 2)⁻¹ * ‖g E - ((E - E1) * (E - E1) / 2) • c‖
      ≤ ((E - E1) ^ 2)⁻¹ * (ε / 2 * (E - E1) ^ 2) := mul_le_mul_of_nonneg_left key' hinv
    _ = ε / 2 := by field_simp
    _ < ε := half_lt_self hε
```

Applying this to the orbital gives the general limit. Here `f''` is a single vector, the second derivative at E1; f need only be differentiable near E1 with f' differentiable at E1, which is weaker than C². `𝓝[≠] E1` means approach from both sides, excluding E1.

```lean
/-- If `T` fixes the radial function and its energy derivative at `E1`, the semicore orbital
divided by `(E - E1)^2` tends to half of `f'' - T f''`, with `f''` the second energy derivative
at `E1`. -/
theorem singhOrbital_limit (T : F →L[ℝ] F) {f f' : ℝ → F} {f'' : F} {E1 : ℝ}
    (hf : ∀ᶠ E in 𝓝 E1, HasDerivAt f (f' E) E) (hf' : HasDerivAt f' f'' E1)
    (h0 : T (f E1) = f E1) (h1 : T (f' E1) = f' E1) :
    Tendsto (fun E => ((E - E1) ^ 2)⁻¹ • singhOrbital T f E) (𝓝[≠] E1)
      (𝓝 ((1 / 2 : ℝ) • (f'' - T f''))) := by
  refine quadratic_contact (g := singhOrbital T f) (g' := fun E => f' E - T (f' E)) ?_ ?_ ?_ ?_
  · filter_upwards [hf] with E hE
    exact hE.fun_sub (T.hasFDerivAt.comp_hasDerivAt E hE)
  · exact hf'.fun_sub (T.hasFDerivAt.comp_hasDerivAt E1 hf')
  · rw [singhOrbital, h0, sub_self]
  · simp only [h1, sub_self]
```

**Q:** Codes normalize their orbitals. Does the limit survive?

**A:** Yes, if T f'' ≠ f''. The factor (E − E1)⁻² is positive, so normalization removes it without a sign change on either side. The condition matters: for f(E) = (1, E, E³) at E1 = 0, f'' = 0 and the normalized orbital is (0, 0, 1) for E > 0 but (0, 0, −1) for E < 0, so it has no limit.

```lean
/-- If `T` fixes the radial function and its energy derivative at `E1`, but not the second energy
derivative `f''` there, the normalized semicore orbital tends to the normalized `f'' - T f''` as `E`
tends to `E1`. -/
theorem normalized_singhOrbital_limit (T : F →L[ℝ] F) {f f' : ℝ → F} {f'' : F} {E1 : ℝ}
    (hf : ∀ᶠ E in 𝓝 E1, HasDerivAt f (f' E) E) (hf' : HasDerivAt f' f'' E1)
    (h0 : T (f E1) = f E1) (h1 : T (f' E1) = f' E1) (h2 : T f'' ≠ f'') :
    Tendsto (fun E => ‖singhOrbital T f E‖⁻¹ • singhOrbital T f E) (𝓝[≠] E1)
      (𝓝 (‖f'' - T f''‖⁻¹ • (f'' - T f''))) := by
  -- normalization removes any positive prefactor
  have hscale : ∀ (a : ℝ) (x : F), 0 < a → ‖a • x‖⁻¹ • (a • x) = ‖x‖⁻¹ • x := by
    intro a x ha
    rw [norm_smul, Real.norm_of_nonneg ha.le, smul_smul, mul_inv, mul_right_comm,
      inv_mul_cancel₀ ha.ne', one_mul]
  have h := singhOrbital_limit T hf hf' h0 h1
  have hne : ‖(1 / 2 : ℝ) • (f'' - T f'')‖ ≠ 0 :=
    norm_ne_zero_iff.mpr (smul_ne_zero (by norm_num) (sub_ne_zero.mpr h2.symm))
  have key := (h.norm.inv₀ hne).smul h
  rw [hscale _ _ (by norm_num)] at key
  refine key.congr' ?_
  filter_upwards [self_mem_nhdsWithin] with E hE
  have hd : E - E1 ≠ 0 := sub_ne_zero.mpr hE
  exact hscale _ _ (by positivity)
```

The normalization uses the norm of `F`; passing from C¹ to L² normalization takes a further continuity argument, which the file does not contain.

**Q:** And for the LAPW map itself?

**A:** W ≠ 0 supplies both fixing conditions, and the limiting orbital has zero value and slope at the boundary. Thus, for this one-parameter family and if T f'' ≠ f'', moving the semicore energy towards E1 turns the rescaled local orbital into a second-energy-derivative orbital. The radial equation is not modelled: smooth dependence on E is a hypothesis, standing for a regular solution with a smoothly chosen normalization.

```lean
/-- Let `T` be LAPW matching with the radial function and its energy derivative at `E1`. If their
boundary Wronskian is nonzero, the semicore orbital divided by `(E - E1)^2` tends to half of `f'' -
T f''`, and this limit has zero boundary value and slope. -/
theorem lapw_singhOrbital_limit (val slope : F →L[ℝ] ℝ) {f f' : ℝ → F} {f'' : F} {E1 : ℝ}
    (hf : ∀ᶠ E in 𝓝 E1, HasDerivAt f (f' E) E) (hf' : HasDerivAt f' f'' E1)
    (hW : boundaryWronskian val slope (f E1) (f' E1) ≠ 0) :
    let T := matching val slope (f E1) (f' E1)
    Tendsto (fun E => ((E - E1) ^ 2)⁻¹ • singhOrbital T f E) (𝓝[≠] E1)
      (𝓝 ((1 / 2 : ℝ) • (f'' - T f''))) ∧
    val ((1 / 2 : ℝ) • (f'' - T f'')) = 0 ∧ slope ((1 / 2 : ℝ) • (f'' - T f'')) = 0 := by
  intro T
  obtain ⟨h0, h1⟩ := matching_fixes val slope _ _ hW
  obtain ⟨hv, hs⟩ := matching_remainder_confined val slope _ _ f'' hW
  refine ⟨singhOrbital_limit T hf hf' h0 h1, ?_, ?_⟩
  · rw [map_smul, hv, smul_zero]
  · rw [map_smul, hs, smul_zero]
```

**Q:** Give me numbers where the limit is not exact from the start.

**A:** Use f(E) = (1, E, E² + E³) at E1 = 0. The third component of the scaled orbital is 0.011/0.01 = 1.1 at E = 0.1 and 0.009/0.01 = 0.9 at E = −0.1. For E ≠ 0 this component is 1 + E, which tends to 1 as E → 0.

The file records your simpler family, with W = 1, and verifies the derivatives, the Wronskian condition and T f'' ≠ f''.

```lean
/-- Model boundary value: the first of three components. -/
def modelValue : ℝ × ℝ × ℝ →L[ℝ] ℝ := ContinuousLinearMap.fst ℝ ℝ (ℝ × ℝ)

/-- Model boundary slope: the second of three components. -/
def modelSlope : ℝ × ℝ × ℝ →L[ℝ] ℝ :=
  (ContinuousLinearMap.fst ℝ ℝ ℝ).comp (ContinuousLinearMap.snd ℝ ℝ (ℝ × ℝ))

/-- The family `(1, E, E^2)` at `E1 = 0` has the required energy derivatives, a nonzero boundary
Wronskian, and a second derivative that matching does not fix. -/
theorem singhOrbital_witness :
    (∀ E : ℝ, HasDerivAt (fun x : ℝ => ((1 : ℝ), x, x * x)) ((0 : ℝ), (1 : ℝ), 2 * E) E) ∧
    HasDerivAt (fun x : ℝ => ((0 : ℝ), (1 : ℝ), 2 * x)) ((0 : ℝ), (0 : ℝ), (2 : ℝ)) 0 ∧
    boundaryWronskian modelValue modelSlope (1, 0, 0) (0, 1, 0) ≠ 0 ∧
    matching modelValue modelSlope (1, 0, 0) (0, 1, 0) (0, 0, 2) ≠ (0, 0, 2) := by
  refine ⟨fun E => ?_, ?_, ?_, ?_⟩
  · have hsq : HasDerivAt (fun x : ℝ => x * x) (2 * E) E :=
      ((hasDerivAt_id' E).fun_mul (hasDerivAt_id' E)).congr_deriv (by ring)
    exact (hasDerivAt_const E (1 : ℝ)).prodMk ((hasDerivAt_id' E).prodMk hsq)
  · have hl : HasDerivAt (fun x : ℝ => 2 * x) 2 0 :=
      ((hasDerivAt_id' (0 : ℝ)).const_mul 2).congr_deriv (by ring)
    exact (hasDerivAt_const (0 : ℝ) (0 : ℝ)).prodMk
      ((hasDerivAt_const (0 : ℝ) (1 : ℝ)).prodMk hl)
  · simp [boundaryWronskian, modelValue, modelSlope]
  · intro h
    rw [matching_apply] at h
    have h3 := congrArg (fun p : ℝ × ℝ × ℝ => p.2.2) h
    simp [modelValue, modelSlope] at h3

end

end SemicoreLocalOrbital
```

```lean
#print axioms SemicoreLocalOrbital.normalized_singhOrbital_limit
-- 'SemicoreLocalOrbital.normalized_singhOrbital_limit' depends on axioms: [propext, Classical.choice, Quot.sound]
#print axioms SemicoreLocalOrbital.lapw_singhOrbital_limit
-- 'SemicoreLocalOrbital.lapw_singhOrbital_limit' depends on axioms: [propext, Classical.choice, Quot.sound]
```
